# A similarity-transformed Hamiltonian with a real spectrum and a truncated block with eigenvalues i and −i

I am computing excited states with equation-of-motion coupled cluster. I diagonalise $\bar H = e^{-T} H e^{T}$ in a space of low excitations, and at some geometries two excitation energies come out as a complex-conjugate pair. But $H$ is Hermitian, and a similarity transformation doesn't change eigenvalues. Can cutting $\bar H$ down to a smaller space produce complex roots by itself, even if $e^{T}$ is evaluated exactly?

## Three states are enough

Yes. The similarity argument protects the eigenvalues of the whole matrix $\bar H$, but not those of a block of it. Take three orthonormal states 0, 1, 2 of equal energy, set to zero, with state 0 coupled to each of the others. The coupling strength is the unit of energy. Let $T$ take state 1 to state 2 with real amplitude $t$:

$$H=\begin{pmatrix}0&1&1\\1&0&0\\1&0&0\end{pmatrix},\qquad T=t\,|2\rangle\langle 1| .$$

**The full matrix.** If $\bar H v=\mu v$ with $v\neq0$, then $w=e^{T}v$ is nonzero, because $e^{T}$ has the inverse $e^{-T}$, and
$$Hw=e^{T}\bar H v=\mu w.$$
Applying $e^{-T}$ to an eigenvector of $H$ goes the other way, so $H$ and $\bar H$ have the same eigenvalues. They are real, since evaluating $w^\dagger H w$ in two ways gives $\mu\,w^\dagger w=\mu^*w^\dagger w$ with $w^\dagger w>0$.

For this $H$ the eigenvalue equations are $w_1+w_2=\mu w_0$, $w_0=\mu w_1$ and $w_0=\mu w_2$. The value $\mu=0$ occurs, with vector $(0,1,-1)$. If $\mu\neq0$, then $w_1=w_2$, and this component is nonzero because otherwise $w=0$. Substitution gives $\mu^2=2$, and $(\mu,1,1)$ is then an eigenvector. The eigenvalues are $0,\pm\sqrt2$ for every $t$.

**The block.** Since $T^2=0$, the exponentials are $e^{\pm T}=1\pm T$. With $HT=t\,|0\rangle\langle1|$, $TH=t\,|2\rangle\langle0|$ and $THT=0$,

$$\bar H=H+HT-TH-THT=\begin{pmatrix}0&1+t&1\\1&0&0\\1-t&0&0\end{pmatrix}.$$

On states 0 and 1 the eigenvalue equations are $(1+t)v_1=\mu v_0$ and $v_0=\mu v_1$. Here $v_1\neq0$, so $\mu^2=1+t$; conversely, any such $\mu$ has the eigenvector $(\mu,1)$. At $t=-2$ the eigenvalues are exactly $i$ and $-i$.

For general real $t$, write $\mu=x+iy$ with $x,y$ real. Then $xy=0$ and $x^2-y^2=1+t$. If $y\neq0$, then $x=0$ and $1+t=-y^2<0$. So all roots are real when $t\ge-1$, while for $t<-1$ there is the root $i\sqrt{-1-t}$.

## What the Lean theorems say

`IsEigenvalue A μ` means that some nonzero complex vector satisfies $Av=\mu v$; it records neither multiplicity nor diagonalisability. `hbar H T` is $e^{-T}He^{T}$ with the full matrix exponential. `modelH` and `modelT t` are the matrices above, with columns as initial states, so the amplitude sits in row 2, column 1. `truncate` keeps the rows and columns of states 0 and 1.

The theorem `complex_roots_from_truncation` states both halves at $t=-2$: every eigenvalue of the full matrix has zero imaginary part, and a number is an eigenvalue of the block if and only if it is $i$ or $-i$. The threshold is `truncated_real_iff`. The general statements `hbar_isospectral` and `hbar_eigenvalue_real` hold for matrices of any finite size, the second for Hermitian `H`.

The operator $T$ is chosen freely here and is not a coupled-cluster solution. If state 0 is the reference, a genuine cluster operator with nonzero amplitudes would excite it, whereas this $T$ annihilates it. Nor does $t$ solve amplitude equations, which would require $\bar H_{10}=0$; here that entry is 1. The model therefore shows what truncation can do to $\bar H$ for a chosen $T$; it is not itself an equation-of-motion coupled-cluster calculation.

```lean
import Mathlib

open Matrix
open scoped ComplexOrder

namespace TruncatedHbar

noncomputable section

/-- The number `μ` is an eigenvalue of `A` if some nonzero vector `v` satisfies `A v = μ v`. -/
def IsEigenvalue {n : Type*} [Fintype n] (A : Matrix n n ℂ) (μ : ℂ) : Prop :=
  ∃ v : n → ℂ, v ≠ 0 ∧ A *ᵥ v = μ • v

/-- The similarity-transformed Hamiltonian `exp(-T) H exp(T)`. -/
def hbar {n : Type*} [Fintype n] [DecidableEq n] (H T : Matrix n n ℂ) : Matrix n n ℂ :=
  NormedSpace.exp (-T) * H * NormedSpace.exp T

/-- The three-state Hamiltonian in which state 0 couples to states 1 and 2 with unit strength. -/
def modelH : Matrix (Fin 3) (Fin 3) ℂ := !![0, 1, 1; 1, 0, 0; 1, 0, 0]

/-- The operator that takes state 1 to state 2 with real amplitude `t` and annihilates states 0 and
2. -/
def modelT (t : ℝ) : Matrix (Fin 3) (Fin 3) ℂ := !![0, 0, 0; 0, 0, 0; 0, (t : ℂ), 0]

/-- The block of a three-state operator on states 0 and 1. -/
def truncate (A : Matrix (Fin 3) (Fin 3) ℂ) : Matrix (Fin 2) (Fin 2) ℂ :=
  A.submatrix Fin.castSucc Fin.castSucc

/-- The similarity-transformed Hamiltonian has the same eigenvalues as `H`, for any matrices
`H` and `T` of the same finite size. -/
theorem hbar_isospectral {n : Type*} [Fintype n] [DecidableEq n] (H T : Matrix n n ℂ) (μ : ℂ) :
    IsEigenvalue (hbar H T) μ ↔ IsEigenvalue H μ := by
  have h1 : NormedSpace.exp T * NormedSpace.exp (-T) = 1 := by
    rw [← Matrix.exp_add_of_commute T (-T) (Commute.refl T).neg_right, add_neg_cancel,
      NormedSpace.exp_zero]
  have h2 : NormedSpace.exp (-T) * NormedSpace.exp T = 1 := mul_eq_one_comm.mp h1
  constructor
  · -- exp(T) carries eigenvectors of the transformed operator to eigenvectors of H
    rintro ⟨v, hv, h⟩
    refine ⟨NormedSpace.exp T *ᵥ v, fun h0 => hv ?_, ?_⟩
    · calc v = (NormedSpace.exp (-T) * NormedSpace.exp T) *ᵥ v := by rw [h2, one_mulVec]
        _ = 0 := by rw [← mulVec_mulVec, h0, mulVec_zero]
    · calc H *ᵥ (NormedSpace.exp T *ᵥ v) = (NormedSpace.exp T * hbar H T) *ᵥ v := by
            rw [mulVec_mulVec, hbar, ← mul_assoc, ← mul_assoc, h1, one_mul]
        _ = μ • (NormedSpace.exp T *ᵥ v) := by rw [← mulVec_mulVec, h, mulVec_smul]
  · -- exp(-T) carries them back
    rintro ⟨w, hw, h⟩
    refine ⟨NormedSpace.exp (-T) *ᵥ w, fun h0 => hw ?_, ?_⟩
    · calc w = (NormedSpace.exp T * NormedSpace.exp (-T)) *ᵥ w := by rw [h1, one_mulVec]
        _ = 0 := by rw [← mulVec_mulVec, h0, mulVec_zero]
    · calc hbar H T *ᵥ (NormedSpace.exp (-T) *ᵥ w) = (NormedSpace.exp (-T) * H) *ᵥ w := by
            rw [mulVec_mulVec, hbar, mul_assoc, h1, mul_one]
        _ = μ • (NormedSpace.exp (-T) *ᵥ w) := by rw [← mulVec_mulVec, h, mulVec_smul]

/-- If `H` is Hermitian, every eigenvalue of `exp(-T) H exp(T)` is real, for any `T`. -/
theorem hbar_eigenvalue_real {n : Type*} [Fintype n] [DecidableEq n] {H : Matrix n n ℂ}
    (hH : H.IsHermitian) (T : Matrix n n ℂ) {μ : ℂ} (hμ : IsEigenvalue (hbar H T) μ) :
    μ.im = 0 := by
  obtain ⟨w, hw, h⟩ := (hbar_isospectral H T μ).mp hμ
  have e : star w ᵥ* H = star μ • star w := by
    have h' := congrArg star h
    rwa [Matrix.star_mulVec, hH.eq, star_smul] at h'
  -- evaluate the product of star w with H w in two ways
  have k : μ * (star w ⬝ᵥ w) = star μ * (star w ⬝ᵥ w) := by
    calc μ * (star w ⬝ᵥ w) = star w ⬝ᵥ (H *ᵥ w) := by rw [h, dotProduct_smul, smul_eq_mul]
      _ = star μ * (star w ⬝ᵥ w) := by
        rw [Matrix.dotProduct_mulVec, e, smul_dotProduct, smul_eq_mul]
  have s : star w ⬝ᵥ w ≠ 0 := fun h0 =>
    hw (dotProduct_star_self_eq_zero.mp h0)
  exact Complex.conj_eq_iff_im.mp (mul_right_cancel₀ s k).symm

/-- The exponential of a three-state operator whose square vanishes stops at first order. -/
theorem exp_of_sq_zero {A : Matrix (Fin 3) (Fin 3) ℂ} (hA : A ^ 2 = 0) :
    NormedSpace.exp A = 1 + A := by
  refine (congrFun (NormedSpace.exp_eq_tsum ℂ) A).trans
    ((tsum_eq_sum (s := Finset.range 2) ?_).trans ?_)
  · intro n hn
    have h2 : 2 ≤ n := not_lt.mp fun h => hn (Finset.mem_range.mpr h)
    obtain ⟨k, rfl⟩ := Nat.exists_eq_add_of_le h2
    simp [pow_add, hA]
  · simp [Finset.sum_range_succ]

/-- The transformed model Hamiltonian, written out for every real amplitude `t`. -/
theorem hbar_model (t : ℝ) :
    hbar modelH (modelT t) = !![0, 1 + (t : ℂ), 1; 1, 0, 0; 1 - (t : ℂ), 0, 0] := by
  have hT : modelT t ^ 2 = 0 := by
    ext i j
    fin_cases i <;> fin_cases j <;>
      simp [modelT, pow_two, Matrix.mul_apply, Fin.sum_univ_succ]
  have hN : (-modelT t) ^ 2 = 0 := by rw [neg_sq, hT]
  have e1 : 1 + modelT t = !![1, 0, 0; 0, 1, 0; 0, (t : ℂ), 1] := by
    ext i j
    fin_cases i <;> fin_cases j <;> simp [modelT]
  have e2 : 1 + -modelT t = !![1, 0, 0; 0, 1, 0; 0, -(t : ℂ), 1] := by
    ext i j
    fin_cases i <;> fin_cases j <;> simp [modelT]
  rw [hbar, exp_of_sq_zero hT, exp_of_sq_zero hN, e1, e2, modelH]
  ext i j
  fin_cases i <;> fin_cases j <;> simp [Matrix.mul_apply, Fin.sum_univ_succ]
  ring

/-- For every amplitude `t`, the eigenvalues of the full transformed model Hamiltonian are
zero and the two square roots of 2. -/
theorem full_spectrum (t : ℝ) (μ : ℂ) :
    IsEigenvalue (hbar modelH (modelT t)) μ ↔ μ = 0 ∨ μ ^ 2 = 2 := by
  rw [hbar_isospectral, modelH]
  constructor
  · rintro ⟨v, hv, h⟩
    have h0 := congrFun h 0
    have h1 := congrFun h 1
    have h2 := congrFun h 2
    simp [Matrix.mulVec, dotProduct, Fin.sum_univ_three] at h0 h1 h2
    by_cases hμ : μ = 0
    · exact Or.inl hμ
    · right
      have h12 : v 1 = v 2 := mul_left_cancel₀ hμ (h1.symm.trans h2)
      have hv1 : v 1 ≠ 0 := by
        intro hz
        have hz2 : v 2 = 0 := by rw [← h12]; exact hz
        apply hv
        ext i
        fin_cases i <;> simp [h1, hz, hz2]
      apply mul_right_cancel₀ hv1
      linear_combination -h0 - μ * h1 - h12
  · rintro (rfl | h)
    · refine ⟨![0, 1, -1], fun h => by simpa using congrFun h 1, ?_⟩
      ext i
      fin_cases i <;> simp [Matrix.mulVec, dotProduct, Fin.sum_univ_three]
    · refine ⟨![μ, 1, 1], fun h => by simpa using congrFun h 1, ?_⟩
      ext i
      fin_cases i <;> simp [Matrix.mulVec, dotProduct, Fin.sum_univ_three]
      linear_combination -h

/-- The eigenvalues of the block on states 0 and 1 are the square roots of `1 + t`. -/
theorem truncated_spectrum (t : ℝ) (μ : ℂ) :
    IsEigenvalue (truncate (hbar modelH (modelT t))) μ ↔ μ ^ 2 = 1 + (t : ℂ) := by
  have hb : truncate (hbar modelH (modelT t)) = !![0, 1 + (t : ℂ); 1, 0] := by
    rw [hbar_model]
    ext i j
    fin_cases i <;> fin_cases j <;> rfl
  rw [hb]
  constructor
  · rintro ⟨v, hv, h⟩
    have h0 := congrFun h 0
    have h1 := congrFun h 1
    simp [Matrix.mulVec, dotProduct, Fin.sum_univ_two] at h0 h1
    have hv1 : v 1 ≠ 0 := by
      intro hz
      apply hv
      ext i
      fin_cases i <;> simp [h1, hz]
    apply mul_right_cancel₀ hv1
    linear_combination -h0 - μ * h1
  · intro h
    refine ⟨![μ, 1], fun h => by simpa using congrFun h 1, ?_⟩
    ext i
    fin_cases i <;> simp [Matrix.mulVec, dotProduct, Fin.sum_univ_two]
    linear_combination -h

/-- The truncated block has only real eigenvalues exactly when the amplitude is at least -1. -/
theorem truncated_real_iff (t : ℝ) :
    (∀ μ : ℂ, IsEigenvalue (truncate (hbar modelH (modelT t))) μ → μ.im = 0) ↔ -1 ≤ t := by
  simp only [truncated_spectrum]
  constructor
  · intro h
    by_contra hc
    have ht : t < -1 := not_le.mp hc
    -- below the threshold there is an imaginary root
    obtain ⟨s, hs0, hs⟩ : ∃ s : ℝ, 0 < s ∧ s ^ 2 = -1 - t :=
      ⟨√(-1 - t), Real.sqrt_pos.mpr (by linarith), Real.sq_sqrt (by linarith)⟩
    have hs' : (s : ℂ) ^ 2 = -1 - (t : ℂ) := by exact_mod_cast hs
    have key : ((s : ℂ) * Complex.I) ^ 2 = 1 + (t : ℂ) := by
      rw [mul_pow, Complex.I_sq, hs']
      ring
    have hz : s = 0 := by simpa using h _ key
    exact hs0.ne' hz
  · intro ht μ h
    have hre := congrArg Complex.re h
    have him := congrArg Complex.im h
    simp only [pow_two, Complex.mul_re, Complex.mul_im, Complex.add_re, Complex.add_im,
      Complex.one_re, Complex.one_im, Complex.ofReal_re, Complex.ofReal_im] at hre him
    by_contra hne
    have hp : μ.re * μ.im = 0 := by linarith
    have hr : μ.re = 0 := (mul_eq_zero.mp hp).resolve_right hne
    rw [hr] at hre
    have hpos := mul_self_pos.mpr hne
    nlinarith

/-- At amplitude -2 the full transformed Hamiltonian has only real eigenvalues, while its block
on states 0 and 1 has exactly the eigenvalues `i` and `-i`. -/
theorem complex_roots_from_truncation :
    (∀ μ : ℂ, IsEigenvalue (hbar modelH (modelT (-2))) μ → μ.im = 0) ∧
    (∀ μ : ℂ, IsEigenvalue (truncate (hbar modelH (modelT (-2)))) μ ↔
      μ = Complex.I ∨ μ = -Complex.I) := by
  have hH : modelH.IsHermitian := by
    change modelHᴴ = modelH
    ext i j
    fin_cases i <;> fin_cases j <;> simp [modelH, Matrix.conjTranspose_apply]
  refine ⟨fun μ hμ => hbar_eigenvalue_real hH _ hμ, fun μ => ?_⟩
  rw [truncated_spectrum]
  constructor
  · intro h
    push_cast at h
    have hf : (μ - Complex.I) * (μ + Complex.I) = 0 := by
      linear_combination h - Complex.I_sq
    rcases mul_eq_zero.mp hf with h1 | h1
    · exact Or.inl (sub_eq_zero.mp h1)
    · exact Or.inr (eq_neg_of_add_eq_zero_left h1)
  · rintro (rfl | rfl) <;> push_cast <;> linear_combination Complex.I_sq

end

end TruncatedHbar
```

```lean
#print axioms TruncatedHbar.full_spectrum
-- 'TruncatedHbar.full_spectrum' depends on axioms: [propext, Classical.choice, Quot.sound]
#print axioms TruncatedHbar.truncated_real_iff
-- 'TruncatedHbar.truncated_real_iff' depends on axioms: [propext, Classical.choice, Quot.sound]
#print axioms TruncatedHbar.complex_roots_from_truncation
-- 'TruncatedHbar.complex_roots_from_truncation' depends on axioms: [propext, Classical.choice, Quot.sound]
```

## From the matrix algebra to the proof

In `hbar_isospectral`, `h1` and `h2` say that $e^{T}$ and $e^{-T}$ are inverse to each other, and the two branches carry eigenvectors forwards and back. `hbar_eigenvalue_real` moves to an eigenvector of $H$; its step `k` is the double evaluation of $w^\dagger Hw$, and `s` allows the norm factor to be cancelled.

`exp_of_sq_zero` removes every term of the exponential series from second order on. `hbar_model` uses this for $T$ and $-T$ and multiplies the matrices entry by entry. `full_spectrum` and `truncated_spectrum` read off the rows of the eigenvalue equation, and `linear_combination` performs the eliminations. In the other direction they supply the explicit eigenvectors given above.

`truncated_real_iff` constructs the imaginary root below the threshold and compares real and imaginary parts above it. The final theorem takes reality from the general Hermitian result, and finds the block's eigenvalues by factoring $\mu^2+1=(\mu-i)(\mu+i)$.

## Order of truncation, and unequal couplings

The order of operations matters. If you truncate $H$ and $T$ first and transform afterwards, the amplitude disappears, because $T$ has no entry within states 0 and 1. You then get the eigenvalues $\pm1$ for every $t$ and miss the complex pair.

The same calculation works with real couplings $a$ between states 0 and 1 and $b$ between states 0 and 2. The block then has $\mu^2=a(a+bt)$, while the full spectrum stays real. For $a,b>0$ the complex pair appears once $t<-a/b$, so a small amplitude suffices when state 1 is coupled much more weakly than the discarded state 2.

This three-state model shows that truncating $\bar H$ can by itself produce a complex pair, even with a Hermitian $H$ and an exactly evaluated exponential. Its $T$ does not solve the coupled-cluster equations, so it does not show what happens when $T$ is required to solve them. It does not identify the cause of the pair in your particular calculation.
